# A real symmetric $D$ has zero same-spin energy for every eightfold symmetric interaction exactly when $D=\pm cc^{T}$

## Does complete cancellation by exchange identify a single orbital?

I use real orbitals in a finite orthonormal basis, with two-electron integrals $g_{pqrs}=(pq|rs)$ and a real symmetric density matrix $D$ for one spin, with no restriction on its eigenvalues. The Coulomb and exchange matrices are

$$J_{pq}=\sum_{rs}(pq|rs)D_{rs},\qquad K_{pq}=\sum_{rs}(pr|qs)D_{rs},$$

and I write $E=\mathrm{tr}(D(J-K))$ for the same-spin repulsion energy in the Hartree–Fock form, without the usual factor 1/2.

For one electron in an orbital $c$, $D=cc^{T}$ and $E=0$: exchange removes the electron's repulsion with itself. But half an electron in each of two orbitals also has trace 1. Could its energy cancel too, whatever the interaction? More generally, which $D$ have this property?

## Only one orbital, up to a sign

The half-and-half density fails. If $E=0$ for every real $g$ with the symmetry of two-electron integrals, then $D=cc^{T}$ or $D=-cc^{T}$. The vector $c$ need not be normalised, so a fractionally occupied single orbital still cancels. If $\mathrm{tr}\,D=1$, only $cc^{T}$ with $c^{T}c=1$ remains.

**Derivation.** Expand the trace, using $D_{qp}=D_{pq}$, and exchange the names $q$ and $r$ in the second term:

$$E=\sum_{pqrs}g_{pqrs}\,(D_{pq}D_{rs}-D_{pr}D_{qs}).$$

Since $g_{pqrs}=g_{pqsr}$, the exchange product may equally be written $D_{ps}D_{qr}$. Adding the two forms gives

$$2E=\sum_{pqrs}g_{pqrs}W_{pqrs},\qquad W_{pqrs}=2D_{pq}D_{rs}-D_{pr}D_{qs}-D_{ps}D_{qr}.$$

$W$ is unchanged by $p\leftrightarrow q$, by $r\leftrightarrow s$ and by swapping the pairs, so it is itself an allowed interaction. Choosing $g=W$ gives $2E=\sum W_{pqrs}^2$, and $E=0$ forces $W=0$. Then

$$2D_{pq}D_{rs}=D_{pr}D_{qs}+D_{ps}D_{qr},\qquad 2D_{pr}D_{qs}=D_{pq}D_{rs}+D_{ps}D_{qr}.$$

Subtracting, $3(D_{pq}D_{rs}-D_{pr}D_{qs})=0$, so $D_{pq}D_{rs}=D_{pr}D_{qs}$.

If the diagonal is zero, $D_{pq}^2=D_{pp}D_{qq}=0$ and $D=0$, which is $cc^{T}$ with $c=0$. Otherwise pick $D_{pp}\neq0$ and set $c_r=D_{pr}/\sqrt{|D_{pp}|}$. From $D_{pp}D_{rs}=D_{pr}D_{ps}$ it follows that $D=\pm cc^{T}$, with the sign of $D_{pp}$.

Conversely, for $D=\pm cc^{T}$ both products in $E$ equal $c_pc_qc_rc_s$, so they cancel term by term. At unit trace the minus sign is impossible, because $\mathrm{tr}(-cc^{T})=-c^{T}c\le0$.

**The example in numbers.** For $D=\mathrm{diag}(\tfrac12,\tfrac12)$,

$$W_{1122}=W_{2211}=\tfrac12,\qquad W_{1212}=W_{1221}=W_{2112}=W_{2121}=-\tfrac14,$$

and all other elements vanish. With $g=W$, $2E=2\cdot\tfrac14+4\cdot\tfrac1{16}=\tfrac34$, so $E=\tfrac38\neq0$. This value belongs to the Hartree–Fock expression. If exactly one electron has this spin, there is no same-spin pair and the true same-spin repulsion is zero, whatever $D$ is.

## The statement in Lean

The finite type `n` labels the basis functions. `Eightfold g` holds the three index swaps that generate the symmetry, `sameSpinEnergy g D` is $E$, `probe D` is $W$, and `vecMulVec c c` is $cc^{T}$. `energy_vanishes_iff` assumes only that $D$ is symmetric, not that it is idempotent or positive. `one_electron_iff` adds `D.trace = 1`, which means one electron because the basis is orthonormal.

The interaction ranges over all eightfold symmetric arrays, whereas a molecule supplies one particular array of Coulomb integrals. $W$ need not be such an array (in the example $W_{1212}<0$, while a Coulomb integral $(12|12)$ is never negative), so the theorem does not say what a zero energy for one molecule implies. If the eigenvalues $n_i$ of $D$ (the occupations) are non-negative, a separate argument, not formalised here, settles that case: in the eigenvectors of $D$, $E=\sum_{ij}n_in_j\,[(ii|jj)-(ij|ij)]$, and for the Coulomb repulsion the bracket is positive whenever $i\neq j$, so $E=0$ leaves at most one occupied orbital. With eigenvalues of mixed sign, which a physical density does not have, the terms can cancel for one particular set of integrals. For real orbitals in a finite basis, the theorem characterises the symmetric $D$ whose entire same-spin Coulomb energy is cancelled by exchange, whatever the integrals.

```lean
import Mathlib

open Matrix

namespace SelfInteractionCancellation

noncomputable section

variable {n : Type*} [Fintype n]

/-- The eightfold permutation symmetry of two-electron integrals `g p q r s = (pq|rs)` over real
orbitals. -/
structure Eightfold (g : n → n → n → n → ℝ) : Prop where
  bra : ∀ p q r s, g p q r s = g q p r s
  ket : ∀ p q r s, g p q r s = g p q s r
  swap : ∀ p q r s, g p q r s = g r s p q

/-- The Coulomb matrix `J(D)`, with elements `∑ (pq|rs) D_rs`. -/
def coulomb (g : n → n → n → n → ℝ) (D : Matrix n n ℝ) : Matrix n n ℝ :=
  Matrix.of fun p q => ∑ r, ∑ s, g p q r s * D r s

/-- The exchange matrix `K(D)`, with elements `∑ (pr|qs) D_rs`. -/
def exchange (g : n → n → n → n → ℝ) (D : Matrix n n ℝ) : Matrix n n ℝ :=
  Matrix.of fun p q => ∑ r, ∑ s, g p r q s * D r s

/-- The same-spin energy `tr(D(J(D) - K(D)))`, written without the customary factor 1/2. -/
def sameSpinEnergy (g : n → n → n → n → ℝ) (D : Matrix n n ℝ) : ℝ :=
  (D * (coulomb g D - exchange g D)).trace

/-- The array `2 D_pq D_rs - D_pr D_qs - D_ps D_qr` built from a density matrix `D`. -/
def probe (D : Matrix n n ℝ) (p q r s : n) : ℝ :=
  2 * (D p q * D r s) - D p r * D q s - D p s * D q r

/-- For symmetric `D`, the same-spin energy is the sum of the integrals `(pq|rs)` weighted by
`D_pq D_rs - D_pr D_qs`. -/
theorem energy_eq_sum (g : n → n → n → n → ℝ) {D : Matrix n n ℝ} (hD : D.IsSymm) :
    sameSpinEnergy g D =
      ∑ p, ∑ q, ∑ r, ∑ s, g p q r s * (D p q * D r s - D p r * D q s) := by
  have hs : ∀ p q, D q p = D p q := fun p q => hD.apply p q
  have h1 : sameSpinEnergy g D =
      ∑ p, ∑ q, ∑ r, ∑ s, g p q r s * (D p q * D r s)
        - ∑ p, ∑ q, ∑ r, ∑ s, g p r q s * (D p q * D r s) := by
    rw [sameSpinEnergy, Matrix.trace_mul_comm, Matrix.sub_mul, Matrix.trace_sub]
    simp only [Matrix.trace, Matrix.diag_apply, Matrix.mul_apply, coulomb, exchange,
      Matrix.of_apply, Finset.sum_mul]
    congr 1 <;>
    · refine Finset.sum_congr rfl fun p _ => Finset.sum_congr rfl fun q _ =>
        Finset.sum_congr rfl fun r _ => Finset.sum_congr rfl fun s _ => ?_
      rw [hs p q]
      ring
  -- rename the two middle indices of the exchange sum
  have h2 : ∑ p, ∑ q, ∑ r, ∑ s, g p r q s * (D p q * D r s) =
      ∑ p, ∑ q, ∑ r, ∑ s, g p q r s * (D p r * D q s) :=
    Finset.sum_congr rfl fun p _ => Finset.sum_comm
  rw [h1, h2]
  simp only [mul_sub, Finset.sum_sub_distrib]

/-- For symmetric `D` and eightfold symmetric integrals, twice the same-spin energy is the
full contraction of the integrals with the array `probe D`. -/
theorem two_energy_eq_pairing {g : n → n → n → n → ℝ} (hg : Eightfold g)
    {D : Matrix n n ℝ} (hD : D.IsSymm) :
    2 * sameSpinEnergy g D = ∑ p, ∑ q, ∑ r, ∑ s, g p q r s * probe D p q r s := by
  -- the ket symmetry makes the two exchange pairings equal
  have hsw : ∑ p, ∑ q, ∑ r, ∑ s, g p q r s * (D p r * D q s) =
      ∑ p, ∑ q, ∑ r, ∑ s, g p q r s * (D p s * D q r) := by
    refine Finset.sum_congr rfl fun p _ => Finset.sum_congr rfl fun q _ => ?_
    rw [Finset.sum_comm]
    refine Finset.sum_congr rfl fun r _ => Finset.sum_congr rfl fun s _ => ?_
    rw [hg.ket p q s r]
  have hexp : ∑ p, ∑ q, ∑ r, ∑ s, g p q r s * probe D p q r s =
      2 * ∑ p, ∑ q, ∑ r, ∑ s, g p q r s * (D p q * D r s)
        - ∑ p, ∑ q, ∑ r, ∑ s, g p q r s * (D p r * D q s)
        - ∑ p, ∑ q, ∑ r, ∑ s, g p q r s * (D p s * D q r) := by
    simp only [probe, mul_sub, Finset.sum_sub_distrib, Finset.mul_sum, mul_left_comm _ (2 : ℝ)]
  rw [hexp, energy_eq_sum g hD]
  simp only [mul_sub, Finset.sum_sub_distrib]
  linarith [hsw]

omit [Fintype n] in
/-- For symmetric `D`, the array `probe D` has the eightfold symmetry of two-electron
integrals. -/
theorem probe_eightfold {D : Matrix n n ℝ} (hD : D.IsSymm) : Eightfold (probe D) := by
  have hs : ∀ p q, D q p = D p q := fun p q => hD.apply p q
  refine ⟨fun p q r s => ?_, fun p q r s => ?_, fun p q r s => ?_⟩
  · simp only [probe]
    rw [hs p q]
    ring
  · simp only [probe]
    rw [hs r s]
    ring
  · simp only [probe]
    rw [hs p r, hs q s, hs q r, hs p s]
    ring

omit [Fintype n] in
/-- A real matrix with `D_pq D_rs = D_pr D_qs` for all indices is `c cᵀ` or `-c cᵀ` for
some real vector `c`. -/
theorem rank_one_of_minors {D : Matrix n n ℝ}
    (hm : ∀ p q r s, D p q * D r s = D p r * D q s) :
    ∃ c : n → ℝ, D = vecMulVec c c ∨ D = -vecMulVec c c := by
  by_cases h : ∀ p, D p p = 0
  · -- a vanishing diagonal forces the whole matrix to vanish
    refine ⟨0, Or.inl ?_⟩
    ext p q
    have h0 : D p q * D p q = 0 := by
      have h2 := hm p q p q
      rw [h p, zero_mul] at h2
      exact h2
    simpa [Matrix.vecMulVec_apply] using h0
  · obtain ⟨p, hp⟩ := not_forall.1 h
    -- the row of a nonzero diagonal element, rescaled, is the orbital
    rcases lt_or_gt_of_ne hp with hneg | hpos
    · refine ⟨fun r => D p r / √(-D p p), Or.inr ?_⟩
      ext r s
      rw [Matrix.neg_apply, Matrix.vecMulVec_apply, div_mul_div_comm,
        Real.mul_self_sqrt (by linarith), div_neg, neg_neg, eq_div_iff hneg.ne]
      linear_combination hm p p r s
    · refine ⟨fun r => D p r / √(D p p), Or.inl ?_⟩
      ext r s
      rw [Matrix.vecMulVec_apply, div_mul_div_comm, Real.mul_self_sqrt hpos.le,
        eq_div_iff hpos.ne']
      linear_combination hm p p r s

/-- For `D = c cᵀ` or `D = -c cᵀ` the same-spin energy vanishes for any four-index array `g`. -/
theorem energy_rank_one (g : n → n → n → n → ℝ) {D : Matrix n n ℝ} {c : n → ℝ}
    (h : D = vecMulVec c c ∨ D = -vecMulVec c c) : sameSpinEnergy g D = 0 := by
  have hs : D.IsSymm := by
    refine Matrix.IsSymm.ext fun i j => ?_
    rcases h with rfl | rfl <;> simp only [Matrix.neg_apply, Matrix.vecMulVec_apply] <;> ring
  rw [energy_eq_sum g hs]
  refine Finset.sum_eq_zero fun p _ => Finset.sum_eq_zero fun q _ =>
    Finset.sum_eq_zero fun r _ => Finset.sum_eq_zero fun s _ => ?_
  rcases h with rfl | rfl <;> simp only [Matrix.neg_apply, Matrix.vecMulVec_apply] <;> ring

/-- For a real symmetric matrix `D`, the same-spin energy vanishes for every eightfold symmetric
interaction if and only if `D = c cᵀ` or `D = -c cᵀ` for some real vector `c`. -/
theorem energy_vanishes_iff {D : Matrix n n ℝ} (hD : D.IsSymm) :
    (∀ g, Eightfold g → sameSpinEnergy g D = 0) ↔
      ∃ c : n → ℝ, D = vecMulVec c c ∨ D = -vecMulVec c c := by
  refine ⟨fun h => ?_, fun ⟨c, hc⟩ g _ => energy_rank_one g hc⟩
  -- with `probe D` as the interaction, twice the energy is a sum of squares
  have hsum : ∑ p, ∑ q, ∑ r, ∑ s, probe D p q r s ^ 2 = 0 := by
    have h2 := two_energy_eq_pairing (probe_eightfold hD) hD
    rw [h _ (probe_eightfold hD), mul_zero] at h2
    simp only [sq]
    exact h2.symm
  have hz : ∀ p q r s, probe D p q r s = 0 := by
    intro p q r s
    have h1 := (Finset.sum_eq_zero_iff_of_nonneg (fun p _ => by positivity)).1 hsum p
      (Finset.mem_univ p)
    have h2 := (Finset.sum_eq_zero_iff_of_nonneg (fun q _ => by positivity)).1 h1 q
      (Finset.mem_univ q)
    have h3 := (Finset.sum_eq_zero_iff_of_nonneg (fun r _ => by positivity)).1 h2 r
      (Finset.mem_univ r)
    have h4 := (Finset.sum_eq_zero_iff_of_nonneg (fun s _ => by positivity)).1 h3 s
      (Finset.mem_univ s)
    exact pow_eq_zero_iff (two_ne_zero) |>.1 h4
  -- two index orders together give the vanishing of all minors
  refine rank_one_of_minors fun p q r s => ?_
  have h1 := hz p q r s
  have h2 := hz p r q s
  simp only [probe] at h1 h2
  rw [hD.apply q r] at h2
  linarith

/-- For a real symmetric `D` of unit trace, the same-spin energy vanishes for every eightfold
symmetric interaction if and only if `D = c cᵀ` with a normalised real vector `c`. -/
theorem one_electron_iff {D : Matrix n n ℝ} (hD : D.IsSymm) (htr : D.trace = 1) :
    (∀ g, Eightfold g → sameSpinEnergy g D = 0) ↔
      ∃ c : n → ℝ, c ⬝ᵥ c = 1 ∧ D = vecMulVec c c := by
  have ht : ∀ c : n → ℝ, (vecMulVec c c).trace = c ⬝ᵥ c := fun c => rfl
  rw [energy_vanishes_iff hD]
  constructor
  · rintro ⟨c, hc | hc⟩
    · exact ⟨c, by rw [← ht, ← hc, htr], hc⟩
    · -- the negative sign would give a trace that is not positive
      have hnn : 0 ≤ c ⬝ᵥ c := Finset.sum_nonneg fun i _ => mul_self_nonneg (c i)
      rw [hc, Matrix.trace_neg, ht] at htr
      linarith
  · rintro ⟨c, _, hc⟩
    exact ⟨c, Or.inl hc⟩

end

end SelfInteractionCancellation
```

```lean
#print axioms SelfInteractionCancellation.energy_vanishes_iff
-- 'SelfInteractionCancellation.energy_vanishes_iff' depends on axioms: [propext, Classical.choice, Quot.sound]
#print axioms SelfInteractionCancellation.one_electron_iff
-- 'SelfInteractionCancellation.one_electron_iff' depends on axioms: [propext, Classical.choice, Quot.sound]
```

## From the lemmas to the equivalence

- `energy_eq_sum` expands the trace; `Finset.sum_comm` does the renaming of $q$ and $r$.
- `two_energy_eq_pairing` uses the `ket` symmetry to equate the two exchange sums, giving $2E=\sum gW$.
- `probe_eightfold` checks the three swaps for $W$.
- `rank_one_of_minors` builds $c$, splitting on whether the diagonal vanishes and then on the sign of $D_{pp}$.
- `energy_rank_one` is the converse, and needs no symmetry of $g$.

In `energy_vanishes_iff`, the hypothesis is applied to `probe D`. Four uses of `Finset.sum_eq_zero_iff_of_nonneg`, one per index, turn the vanishing sum of squares into $W=0$, and `linarith` combines the two index orders. `one_electron_iff` then excludes the negative sign by the trace.
